# Sign and size of the truncation error in the RPA ring series of a positive semidefinite matrix

When the ring expansion of the random-phase approximation (RPA) diverges, convergence arguments no longer tell us how far a low-order sum lies from the full correlation integrand, or on which side. For a finite real matrix at one imaginary frequency, positive semidefiniteness fixes the side of any nonzero error and gives an upper bound on its size.

The matrix is $Q=-v^{1/2}\chi_0(i\omega)v^{1/2}$, with Coulomb interaction $v$ and the density response $\chi_0$ of non-interacting electrons in their ground state, for real orbitals and a real basis. It is positive semidefinite because the ground-state $\chi_0(i\omega)$ is negative semidefinite. Lean takes this property as the hypothesis `Q.PosSemidef`, which includes symmetry; constructing such a $Q$ from an electronic system is the step left to physics. The finite type `ι` labels the basis functions.

```lean
import Mathlib

open Filter Topology

namespace RingSeriesTruncation

noncomputable section

variable {ι : Type*} [Fintype ι] [DecidableEq ι]
```

The full integrand is $C(Q)=\ln\det(I+Q)-\operatorname{tr}Q$. In atomic units, integrating it over $\omega$ from $0$ to $\infty$ with weight $1/2\pi$ gives the RPA correlation energy in the chosen basis.

```lean
/-- The RPA correlation integrand `ln det(I + Q) - tr Q` at one imaginary frequency, for a
matrix `Q` with `det(I + Q) > 0`. -/
def rpaCorrelation (Q : Matrix ι ι ℝ) : ℝ := Real.log (1 + Q).det - Q.trace
```

Its ring sum through order $N$ is $S_N(Q)=\sum_{n=2}^N(-1)^{n+1}\operatorname{tr}(Q^n)/n$, which is zero for $N=1$.

```lean
/-- The ring series truncated after order `N`: the sum of the ring terms
`(-1)^(n+1) tr(Q^n)/n` for `n = 2, ..., N`. -/
def ringSum (Q : Matrix ι ι ℝ) (N : ℕ) : ℝ :=
  ∑ n ∈ Finset.Icc 2 N, (-1 : ℝ) ^ (n + 1) * (Q ^ n).trace / (n : ℝ)
```

For a single mode, that is, one eigenvalue $x$ of $Q$, the error is $r_N(x)=\ln(1+x)-x-\sum_{n=2}^N(-1)^{n+1}x^n/n$.

```lean
/-- The truncation error of the ring series for a single mode of strength `x > -1`. -/
def ringRemainder (N : ℕ) (x : ℝ) : ℝ :=
  Real.log (1 + x) - x - ∑ n ∈ Finset.Icc 2 N, (-1 : ℝ) ^ (n + 1) * x ^ n / (n : ℝ)
```

## (a) Slope of the one-mode error

Show for $N\ge1$ and $x\ge0$ that
$$r_N'(x)=\frac{(-1)^Nx^N}{1+x}.$$

**Solution.** For $N=1$, $r_1'=1/(1+x)-1=-x/(1+x)$. The next ring term has derivative $(-1)^Nx^N$, so
$$r_{N+1}'=\frac{(-1)^Nx^N}{1+x}-(-1)^Nx^N=\frac{(-1)^{N+1}x^{N+1}}{1+x}.$$
Lean follows this induction; `HasDerivAt` states both differentiability and the value of the derivative.

```lean
/-- For `N ≥ 1` and `x ≥ 0`, the one-mode truncation error has derivative
`(-1)^N x^N / (1 + x)` with respect to the mode strength. -/
theorem hasDerivAt_ringRemainder {N : ℕ} (hN : 1 ≤ N) {x : ℝ} (hx : 0 ≤ x) :
    HasDerivAt (ringRemainder N) ((-1) ^ N * x ^ N / (1 + x)) x := by
  have hpos : 0 < 1 + x := by linarith
  have hi : (1 + x) * (1 + x)⁻¹ = 1 := mul_inv_cancel₀ hpos.ne'
  induction N, hN using Nat.le_induction with
  | base =>
    have h : HasDerivAt (fun y : ℝ => Real.log (1 + y) - y) (1 / (1 + x) - 1) x :=
      (((hasDerivAt_id' x).const_add 1).log hpos.ne').fun_sub (hasDerivAt_id' x)
    have e : ringRemainder 1 = fun y : ℝ => Real.log (1 + y) - y := by
      funext y
      simp [ringRemainder]
    rw [e]
    exact h.congr_deriv (by linear_combination hi)
  | succ N hN ih =>
    -- the next ring term has derivative `(-1)^N x^N`
    have hc : ((N + 1 : ℕ) : ℝ) ≠ 0 := by positivity
    have ht : HasDerivAt (fun y : ℝ => (-1 : ℝ) ^ (N + 1 + 1) * y ^ (N + 1) / ((N + 1 : ℕ) : ℝ))
        ((-1) ^ N * x ^ N) x := by
      refine (((hasDerivAt_pow (N + 1) x).const_mul ((-1 : ℝ) ^ (N + 1 + 1))).div_const
        ((N + 1 : ℕ) : ℝ)).congr_deriv ?_
      rw [Nat.add_sub_cancel, div_eq_iff hc]
      ring
    have e : ringRemainder (N + 1) = fun y : ℝ => ringRemainder N y -
        (-1 : ℝ) ^ (N + 1 + 1) * y ^ (N + 1) / ((N + 1 : ℕ) : ℝ) := by
      funext y
      simp only [ringRemainder]
      rw [Finset.sum_Icc_succ_top (show 2 ≤ N + 1 by omega)]
      ring
    rw [e]
    exact (ih.fun_sub ht).congr_deriv (by linear_combination ((-1) ^ N * x ^ N) * hi)
```

## (b) Two-sided bound for one mode

Show for $N\ge1$ and $x\ge0$ that
$$\frac{x^{N+1}}{(N+1)(1+x)}\le(-1)^Nr_N(x)\le\frac{x^{N+1}}{N+1}.$$

**Solution.** By (a), $(-1)^Nr_N$ has slope $y^N/(1+y)$ at $y$. For $0\le y\le x$,
$$\frac{y^N}{1+x}\le\frac{y^N}{1+y}\le y^N.$$
All three functions in the claim, with $1+x$ held fixed in the lower bound, vanish at $y=0$. Integrating from $0$ to $x$ gives the result. Lean replaces the integral by monotonicity: `key` says that a function starting at zero with nonnegative slope is nonnegative, and it is applied to the two differences.

```lean
/-- For `N ≥ 1` and `x ≥ 0`, the one-mode error times `(-1)^N` lies between
`x^(N+1)/((N+1)(1+x))` and `x^(N+1)/(N+1)`. -/
theorem ringRemainder_bounds {N : ℕ} (hN : 1 ≤ N) {x : ℝ} (hx : 0 ≤ x) :
    x ^ (N + 1) / ((N : ℝ) + 1) / (1 + x) ≤ (-1) ^ N * ringRemainder N x ∧
      (-1) ^ N * ringRemainder N x ≤ x ^ (N + 1) / ((N : ℝ) + 1) := by
  -- a function that starts at zero and has nonnegative slope is nonnegative
  have key : ∀ f f' : ℝ → ℝ, f 0 = 0 → (∀ y ∈ Set.Icc 0 x, HasDerivAt f (f' y) y) →
      (∀ y ∈ Set.Icc 0 x, 0 ≤ f' y) → 0 ≤ f x := by
    intro f f' h0 hd hp
    have hm : MonotoneOn f (Set.Icc 0 x) := monotoneOn_of_deriv_nonneg (convex_Icc 0 x)
      (fun y hy => (hd y hy).continuousAt.continuousWithinAt)
      (fun y hy => (hd y (interior_subset hy)).differentiableAt.differentiableWithinAt)
      (fun y hy => by
        rw [(hd y (interior_subset hy)).deriv]
        exact hp y (interior_subset hy))
    have h := hm ⟨le_rfl, hx⟩ ⟨hx, le_rfl⟩ hx
    rwa [h0] at h
  have hs : (-1 : ℝ) ^ N * (-1) ^ N = 1 := by
    rw [← mul_pow]
    norm_num
  have hr : ∀ y : ℝ, 0 ≤ y →
      HasDerivAt (fun z => (-1) ^ N * ringRemainder N z) (y ^ N / (1 + y)) y := fun y hy =>
    ((hasDerivAt_ringRemainder hN hy).const_mul _).congr_deriv
      (by linear_combination (y ^ N / (1 + y)) * hs)
  have hq : ∀ y : ℝ, HasDerivAt (fun z : ℝ => z ^ (N + 1) / ((N : ℝ) + 1)) (y ^ N) y := by
    intro y
    have hc : (N : ℝ) + 1 ≠ 0 := by positivity
    refine ((hasDerivAt_pow (N + 1) y).div_const ((N : ℝ) + 1)).congr_deriv ?_
    rw [Nat.add_sub_cancel, div_eq_iff hc]
    push_cast
    ring
  have h0 : ringRemainder N 0 = 0 := by
    have h : ∑ n ∈ Finset.Icc 2 N, (-1 : ℝ) ^ (n + 1) * 0 ^ n / (n : ℝ) = 0 :=
      Finset.sum_eq_zero fun n hn => by
        have h2 := (Finset.mem_Icc.mp hn).1
        rw [zero_pow (show n ≠ 0 by omega)]
        simp
    rw [ringRemainder, h]
    simp
  constructor
  · refine sub_nonneg.mp (key
      (fun y => (-1) ^ N * ringRemainder N y - y ^ (N + 1) / ((N : ℝ) + 1) / (1 + x))
      (fun y => y ^ N / (1 + y) - y ^ N / (1 + x)) (by simp [h0])
      (fun y hy => (hr y hy.1).fun_sub ((hq y).div_const _)) ?_)
    rintro y ⟨hy, hyx⟩
    refine sub_nonneg.mpr ?_
    gcongr
  · exact sub_nonneg.mp (key
      (fun y => y ^ (N + 1) / ((N : ℝ) + 1) - (-1) ^ N * ringRemainder N y)
      (fun y => y ^ N - y ^ N / (1 + y)) (by simp [h0])
      (fun y hy => (hq y).fun_sub (hr y hy.1))
      (fun y hy => sub_nonneg.mpr (div_le_self (pow_nonneg hy.1 N) (by linarith [hy.1]))))
```

## (c) Change to the eigenbasis

For symmetric $Q$ with eigenvalues $q_i$, find $U,V$ such that
$$VU=I,\qquad Q=UDV,\qquad D=\operatorname{diag}(q_i).$$

**Solution.** Take orthonormal eigenvectors as the columns of $U$ and set $V=U^T$. Lean obtains them from the spectral theorem; `IsHermitian` means symmetric for real matrices.

```lean
/-- A real symmetric matrix is brought to the diagonal matrix of its eigenvalues by an
invertible change of basis. -/
theorem exists_diagonalization {Q : Matrix ι ι ℝ} (hQ : Q.IsHermitian) :
    ∃ U V : Matrix ι ι ℝ, V * U = 1 ∧ Q = U * Matrix.diagonal hQ.eigenvalues * V := by
  refine ⟨hQ.eigenvectorUnitary, star (hQ.eigenvectorUnitary : Matrix ι ι ℝ),
    Unitary.coe_star_mul_self _, ?_⟩
  have h := hQ.spectral_theorem
  rw [Unitary.conjStarAlgAut_apply] at h
  exact h
```

## (d) Traces of powers

For symmetric $Q$ and $k\ge0$, show that
$$\operatorname{tr}(Q^k)=\sum_iq_i^k.$$

**Solution.** Since $VU=I$, the inner factors cancel and $Q^k=UD^kV$ for $k\ge1$. For $k=0$ the formula reads $I=UV$, which follows from $VU=I$ because the matrices are square. Cyclicity gives $\operatorname{tr}(Q^k)=\operatorname{tr}(VUD^k)=\operatorname{tr}(D^k)$. Lean proves the power formula by induction on $k$.

```lean
/-- The trace of the `k`-th power of a real symmetric matrix is the sum of the `k`-th powers
of its eigenvalues. -/
theorem trace_pow_eq_sum {Q : Matrix ι ι ℝ} (hQ : Q.IsHermitian) (k : ℕ) :
    (Q ^ k).trace = ∑ i, hQ.eigenvalues i ^ k := by
  obtain ⟨U, V, hVU, hd⟩ := exists_diagonalization hQ
  have hp : Q ^ k = U * Matrix.diagonal hQ.eigenvalues ^ k * V := by
    induction k with
    | zero =>
      rw [pow_zero, pow_zero, mul_one]
      exact (mul_eq_one_comm.mp hVU).symm
    | succ k ih =>
      calc Q ^ (k + 1) = Q ^ k * Q := pow_succ _ _
        _ = (U * Matrix.diagonal hQ.eigenvalues ^ k * V) *
            (U * Matrix.diagonal hQ.eigenvalues * V) := congrArg₂ (· * ·) ih hd
        _ = U * Matrix.diagonal hQ.eigenvalues ^ k * (V * U) *
            Matrix.diagonal hQ.eigenvalues * V := by simp only [mul_assoc]
        _ = U * Matrix.diagonal hQ.eigenvalues ^ (k + 1) * V := by
            rw [hVU, mul_one, pow_succ]
            simp only [mul_assoc]
  rw [hp, Matrix.trace_mul_cycle, hVU, one_mul]
  simp [Matrix.diagonal_pow, Matrix.trace_diagonal]
```

## (e) The matrix error as a sum over modes

For positive semidefinite $Q$, show that
$$C(Q)-S_N(Q)=\sum_ir_N(q_i).$$

**Solution.** Since $UV=I$ too, $I+Q=U(I+D)V$ and $\det(I+Q)=\prod_i(1+q_i)$. Every factor is positive, so the logarithm is $\sum_i\ln(1+q_i)$. Insert (d) for the traces and exchange the two finite sums. These steps are `hdet`, `hl` and `hsum`.

```lean
/-- For positive semidefinite `Q`, the truncation error of the ring series is the sum of the
one-mode errors over the eigenvalues of `Q`. -/
theorem error_eq_sum {Q : Matrix ι ι ℝ} (hQ : Q.PosSemidef) (N : ℕ) :
    rpaCorrelation Q - ringSum Q N = ∑ i, ringRemainder N (hQ.1.eigenvalues i) := by
  have hnn : ∀ i, 0 ≤ hQ.1.eigenvalues i := hQ.eigenvalues_nonneg
  -- the determinant is the product of `1 + eigenvalue`
  have hdet : (1 + Q).det = ∏ i, (1 + hQ.1.eigenvalues i) := by
    obtain ⟨U, V, hVU, hd⟩ := exists_diagonalization hQ.1
    have hUV : U * V = 1 := mul_eq_one_comm.mp hVU
    have h1 : 1 + Q = U * (1 + Matrix.diagonal hQ.1.eigenvalues) * V := by
      rw [mul_add, mul_one, add_mul, hUV]
      exact congrArg (1 + ·) hd
    have h2 : (1 : Matrix ι ι ℝ) + Matrix.diagonal hQ.1.eigenvalues =
        Matrix.diagonal (fun i => 1 + hQ.1.eigenvalues i) := by
      rw [← Matrix.diagonal_one, Matrix.diagonal_add]
    have h3 : U.det * V.det = 1 := by rw [← Matrix.det_mul, hUV, Matrix.det_one]
    rw [h1, h2, Matrix.det_mul, Matrix.det_mul, Matrix.det_diagonal]
    linear_combination (∏ i, (1 + hQ.1.eigenvalues i)) * h3
  have hl : Real.log (∏ i, (1 + hQ.1.eigenvalues i)) =
      ∑ i, Real.log (1 + hQ.1.eigenvalues i) := by
    apply Real.log_prod
    intro i _
    linarith [hnn i]
  have ht := trace_pow_eq_sum hQ.1 1
  simp only [pow_one] at ht
  have hsum : ringSum Q N = ∑ i, ∑ n ∈ Finset.Icc 2 N,
      (-1 : ℝ) ^ (n + 1) * hQ.1.eigenvalues i ^ n / (n : ℝ) := by
    rw [ringSum, Finset.sum_comm]
    refine Finset.sum_congr rfl fun n _ => ?_
    rw [trace_pow_eq_sum hQ.1, Finset.mul_sum, Finset.sum_div]
  simp only [ringRemainder, Finset.sum_sub_distrib]
  rw [rpaCorrelation, hdet, hl, ht, hsum]
```

## (f) Sign and size of the matrix error

For positive semidefinite $Q$ and $N\ge1$, show that
$$0\le(-1)^N\bigl(C(Q)-S_N(Q)\bigr),\qquad |C(Q)-S_N(Q)|\le\frac{\operatorname{tr}(Q^{N+1})}{N+1}.$$

**Solution.** Multiply (e) by $(-1)^N$ and sum the bounds of (b). Every term is nonnegative, so the signed error equals its absolute value (`habs`), and the upper bounds add up to the trace.

**Numbers.** Let $Q=\begin{pmatrix}1&1\\1&1\end{pmatrix}$, with eigenvalues $2$ and $0$, and $N=2$. Then $C=\ln3-2\approx-0.901$ and $S_2=-4/2=-2$. The error is about $+1.099$, below the bound $8/3\approx2.667$.

**Without positivity.** For the $1\times1$ matrix $Q=(-1/2)$ and $N=2$, the error is $-\ln2+1/2+1/8\approx-0.068$, which has the wrong sign, and the proposed bound is $-1/24$. Symmetry with all eigenvalues above $-1$ is therefore not sufficient.

```lean
/-- For positive semidefinite `Q` and `N ≥ 1`, the error of the ring series truncated after
order `N` has sign `(-1)^N` or vanishes, and is at most `tr(Q^(N+1))/(N+1)` in size. -/
theorem ring_truncation {Q : Matrix ι ι ℝ} (hQ : Q.PosSemidef) {N : ℕ} (hN : 1 ≤ N) :
    0 ≤ (-1) ^ N * (rpaCorrelation Q - ringSum Q N) ∧
      |rpaCorrelation Q - ringSum Q N| ≤ (Q ^ (N + 1)).trace / ((N : ℝ) + 1) := by
  have hnn : ∀ i, 0 ≤ hQ.1.eigenvalues i := hQ.eigenvalues_nonneg
  have hlow : 0 ≤ (-1) ^ N * (rpaCorrelation Q - ringSum Q N) := by
    rw [error_eq_sum hQ, Finset.mul_sum]
    refine Finset.sum_nonneg fun i _ => le_trans ?_ (ringRemainder_bounds hN (hnn i)).1
    have h := hnn i
    positivity
  refine ⟨hlow, ?_⟩
  -- the sign is known, so the absolute value is the signed error
  have habs : |rpaCorrelation Q - ringSum Q N| =
      (-1) ^ N * (rpaCorrelation Q - ringSum Q N) := by
    rw [← abs_of_nonneg hlow, abs_mul, abs_pow, abs_neg, abs_one, one_pow, one_mul]
  rw [habs, error_eq_sum hQ, trace_pow_eq_sum hQ.1, Finset.mul_sum, Finset.sum_div]
  exact Finset.sum_le_sum fun i _ => (ringRemainder_bounds hN (hnn i)).2
```

## (g) When truncation is exact

For positive semidefinite $Q$ and $N\ge1$, show that
$$C(Q)=S_N(Q)\iff Q=0.$$

**Solution.** If the error is zero, the nonnegative terms $(-1)^Nr_N(q_i)$ sum to zero, so each vanishes. The lower bound in (b) is positive for $q_i>0$; hence all $q_i=0$ and $Q=UDV=0$. Conversely, $Q=0$ makes the bound in (f) zero.

```lean
/-- For positive semidefinite `Q` and `N ≥ 1`, the ring series truncated after order `N` is exact if
and only if `Q = 0`. -/
theorem ring_truncation_exact_iff {Q : Matrix ι ι ℝ} (hQ : Q.PosSemidef) {N : ℕ}
    (hN : 1 ≤ N) : rpaCorrelation Q = ringSum Q N ↔ Q = 0 := by
  have hnn : ∀ i, 0 ≤ hQ.1.eigenvalues i := hQ.eigenvalues_nonneg
  constructor
  · intro h
    have hlow : ∀ i, 0 ≤ hQ.1.eigenvalues i ^ (N + 1) / ((N : ℝ) + 1) /
        (1 + hQ.1.eigenvalues i) := fun i => by
      have h := hnn i
      positivity
    have hz : ∑ i, (-1) ^ N * ringRemainder N (hQ.1.eigenvalues i) = 0 := by
      rw [← Finset.mul_sum, ← error_eq_sum hQ, h, sub_self, mul_zero]
    have hall := (Finset.sum_eq_zero_iff_of_nonneg fun i _ =>
      (hlow i).trans (ringRemainder_bounds hN (hnn i)).1).mp hz
    -- a nonzero eigenvalue would give a strictly positive signed error
    have hev : hQ.1.eigenvalues = fun _ => 0 := by
      funext i
      by_contra hne
      have hpos : 0 < hQ.1.eigenvalues i := lt_of_le_of_ne (hnn i) (Ne.symm hne)
      have h1 := (ringRemainder_bounds hN (hnn i)).1
      rw [hall i (Finset.mem_univ i)] at h1
      have h2 : 0 < hQ.1.eigenvalues i ^ (N + 1) / ((N : ℝ) + 1) /
          (1 + hQ.1.eigenvalues i) := by positivity
      linarith
    obtain ⟨U, V, _, hd⟩ := exists_diagonalization hQ.1
    exact hd.trans (by rw [hev]; simp)
  · intro h
    have hb := (ring_truncation hQ hN).2
    have ht : (Q ^ (N + 1)).trace = 0 := by
      rw [h, zero_pow (Nat.succ_ne_zero N), Matrix.trace_zero]
    rw [ht, zero_div] at hb
    exact sub_eq_zero.mp (abs_nonpos_iff.mp hb)
```

## (h) Divergence above unit strength

Let positive semidefinite $Q$ have an eigenvalue $q>1$. Show that for every real $L$,
$$S_N(Q)\not\to L\qquad(N\to\infty).$$

**Solution.** With $m=N+1\ge2$, Bernoulli's inequality gives
$$|S_{N+1}-S_N|=\frac{\operatorname{tr}(Q^m)}m\ge\frac{q^m}m\ge\frac{1+m(q-1)}m>q-1>0.$$
Convergence would force these differences to zero. In Lean, `h1` is that limit and `h2` the lower bound. Part (f) still applies to such a $Q$, since it puts no upper limit on the eigenvalues, but its bound need not be small.

```lean
/-- If a positive semidefinite `Q` has an eigenvalue above `1`, the partial sums of its ring
series have no limit. -/
theorem ringSum_diverges {Q : Matrix ι ι ℝ} (hQ : Q.PosSemidef) {i : ι}
    (hi : 1 < hQ.1.eigenvalues i) (L : ℝ) : ¬ Tendsto (ringSum Q) atTop (𝓝 L) := by
  intro h
  have hnn : ∀ j, 0 ≤ hQ.1.eigenvalues j := hQ.eigenvalues_nonneg
  have h1 : Tendsto (fun N => ringSum Q (N + 1) - ringSum Q N) atTop (𝓝 0) := by
    simpa using (h.comp (tendsto_add_atTop_nat 1)).sub h
  -- by Bernoulli's inequality the ring terms stay away from zero
  have h2 : ∀ N : ℕ, 1 ≤ N →
      hQ.1.eigenvalues i - 1 ≤ |ringSum Q (N + 1) - ringSum Q N| := by
    intro N hN
    have e : ringSum Q (N + 1) - ringSum Q N =
        (-1 : ℝ) ^ (N + 1 + 1) * (Q ^ (N + 1)).trace / ((N + 1 : ℕ) : ℝ) := by
      simp only [ringSum]
      rw [Finset.sum_Icc_succ_top (show 2 ≤ N + 1 by omega)]
      ring
    have hc : (0 : ℝ) < ((N + 1 : ℕ) : ℝ) := by positivity
    have hb := one_add_mul_le_pow (show -2 ≤ hQ.1.eigenvalues i - 1 by linarith) (N + 1)
    rw [add_sub_cancel] at hb
    have ht : hQ.1.eigenvalues i ^ (N + 1) ≤ (Q ^ (N + 1)).trace := by
      rw [trace_pow_eq_sum hQ.1]
      exact Finset.single_le_sum (f := fun j => hQ.1.eigenvalues j ^ (N + 1))
        (fun j _ => pow_nonneg (hnn j) _) (Finset.mem_univ i)
    rw [e, abs_div, abs_mul, abs_pow, abs_neg, abs_one, one_pow, one_mul, abs_of_pos hc,
      le_div_iff₀ hc]
    linarith [le_abs_self (Q ^ (N + 1)).trace]
  have h3 := ge_of_tendsto h1.abs ((eventually_ge_atTop 1).mono h2)
  rw [abs_zero] at h3
  linarith

end

end RingSeriesTruncation
```

```lean
#print axioms RingSeriesTruncation.ring_truncation
#print axioms RingSeriesTruncation.ring_truncation_exact_iff
#print axioms RingSeriesTruncation.ringSum_diverges
```

```
'RingSeriesTruncation.ring_truncation' depends on axioms: [propext, Classical.choice, Quot.sound]
'RingSeriesTruncation.ring_truncation_exact_iff' depends on axioms: [propext, Classical.choice, Quot.sound]
'RingSeriesTruncation.ringSum_diverges' depends on axioms: [propext, Classical.choice, Quot.sound]
```
